# A lower bound on the square-gradient energy of a density profile, with its equality condition

The theorem `energy_bound` concerns a one-dimensional density profile n on a finite interval [a, b] with a < b, having a continuous gradient n′. Its energy is the integral of λn′²/2 + W(n), where λ > 0 and the local energy W is continuous and nowhere negative. The theorem says that this energy is at least √(2λ) times the integral of √W from n(a) to n(b), and that equality holds exactly when n′ = √(2W(n)/λ) throughout the interval. The proof uses an earlier identity, `energy_eq`, which writes the energy as this bound plus the integral of a non-negative squared deviation. For the equality condition, it argues that a deviation at even one point would, by continuity, make that integral strictly positive.

Lean 4 with Mathlib refuses this proof:

```lean
import Mathlib

open Set

namespace EnergyBound

noncomputable section

/-- A density profile `n` on `[a, b]` with continuous gradient `p`
(one-sided at the two ends). -/
def IsProfile (n p : ℝ → ℝ) (a b : ℝ) : Prop :=
  (∀ x ∈ Icc a b, HasDerivWithinAt n (p x) (Icc a b) x) ∧ ContinuousOn p (Icc a b)

/-- The square-gradient energy of a density `n` with gradient `p`: the integral of
`lam * p ^ 2 / 2 + W n` from `a` to `b`. -/
def energy (lam : ℝ) (W n p : ℝ → ℝ) (a b : ℝ) : ℝ :=
  ∫ x in a..b, (lam * p x ^ 2 / 2 + W (n x))

/-- Completing the square in the energy density, for `lam > 0` and a local energy `w ≥ 0`. -/
theorem density_eq_square {lam w : ℝ} (hlam : 0 < lam) (hw : 0 ≤ w) (p : ℝ) :
    lam * p ^ 2 / 2 + w =
      √(2 * lam) * (√w * p) + lam / 2 * (p - √(2 * w / lam)) ^ 2 := by
  have h1 : √(2 * lam) * √w = lam * √(2 * w / lam) := by
    rw [← Real.sqrt_mul (by positivity),
      show 2 * lam * w = lam ^ 2 * (2 * w / lam) by field_simp,
      Real.sqrt_mul (sq_nonneg lam), Real.sqrt_sq hlam.le]
  have h2 : lam * √(2 * w / lam) ^ 2 = 2 * w := by
    rw [Real.sq_sqrt (by positivity)]
    field_simp
  linear_combination -p * h1 - h2 / 2

/-- For continuous `W ≥ 0`, `lam > 0` and `a ≤ b`, the energy of a profile is a term fixed by its
end densities plus `lam / 2` times the integrated squared deviation from `n' = √(2 W(n) / lam)`. -/
theorem energy_eq {lam a b : ℝ} {W n p : ℝ → ℝ} (hlam : 0 < lam) (hW : Continuous W)
    (hW0 : ∀ s, 0 ≤ W s) (hab : a ≤ b) (h : IsProfile n p a b) :
    energy lam W n p a b = √(2 * lam) * (∫ u in n a..n b, √(W u)) +
      ∫ x in a..b, lam / 2 * (p x - √(2 * W (n x) / lam)) ^ 2 := by
  have hn : ContinuousOn n (Icc a b) := fun x hx => (h.1 x hx).continuousWithinAt
  have hp := h.2
  have hWn : ContinuousOn (fun x => W (n x)) (Icc a b) := hW.comp_continuousOn hn
  -- change of variables from position to density
  have hcv : ∫ x in a..b, √(W (n x)) * p x = ∫ u in n a..n b, √(W u) := by
    refine intervalIntegral.integral_comp_mul_deriv'' (g := fun u => √(W u))
      (by rwa [uIcc_of_le hab]) ?_ (by rwa [uIcc_of_le hab]) hW.sqrt.continuousOn
    intro x hx
    rw [min_eq_left hab, max_eq_right hab] at hx
    exact ((h.1 x ⟨hx.1.le, hx.2.le⟩).hasDerivAt
      (Icc_mem_nhds hx.1 hx.2)).hasDerivWithinAt
  have c1 : ContinuousOn (fun x => √(2 * lam) * (√(W (n x)) * p x)) (Icc a b) :=
    continuousOn_const.mul (hWn.sqrt.mul hp)
  have c2 : ContinuousOn (fun x => lam / 2 * (p x - √(2 * W (n x) / lam)) ^ 2) (Icc a b) :=
    continuousOn_const.mul
      ((hp.sub ((continuousOn_const.mul hWn).div_const lam).sqrt).pow 2)
  rw [← hcv, ← intervalIntegral.integral_const_mul, ← intervalIntegral.integral_add
    (c1.intervalIntegrable_of_Icc hab) (c2.intervalIntegrable_of_Icc hab)]
  exact intervalIntegral.integral_congr fun x _ => density_eq_square hlam (hW0 _) (p x)

/-- For continuous `W ≥ 0`, `lam > 0` and `a < b`, the energy of a profile is at least
`√(2 lam)` times the integral of `√W` between its end densities, with equality if and only if
`n' = √(2 W(n) / lam)` throughout `[a, b]`. -/
theorem energy_bound {lam a b : ℝ} {W n p : ℝ → ℝ} (hlam : 0 < lam) (hW : Continuous W)
    (hW0 : ∀ s, 0 ≤ W s) (hab : a < b) (h : IsProfile n p a b) :
    √(2 * lam) * (∫ u in n a..n b, √(W u)) ≤ energy lam W n p a b ∧
    (energy lam W n p a b = √(2 * lam) * (∫ u in n a..n b, √(W u)) ↔
      ∀ x ∈ Icc a b, p x = √(2 * W (n x) / lam)) := by
  have hn : ContinuousOn n (Icc a b) := fun x hx => (h.1 x hx).continuousWithinAt
  have hE := energy_eq hlam hW hW0 hab.le h
  have hpos : ∀ x, 0 ≤ lam / 2 * (p x - √(2 * W (n x) / lam)) ^ 2 := fun x => by positivity
  have hI := intervalIntegral.integral_nonneg (μ := MeasureTheory.volume) hab.le
    (fun x _ => hpos x)
  refine ⟨by linarith, fun heq => ?_, fun heq => ?_⟩
  · -- a deviation at one point would cost a positive energy
    by_contra hne
    push Not at hne
    obtain ⟨x, hx, hxne⟩ := hne
    have hlt := intervalIntegral.integral_pos hab
      (continuousOn_const.mul ((h.2.sub ((continuousOn_const.mul
        (hW.comp_continuousOn hn)).div_const lam).sqrt).pow 2))
      (fun x _ => hpos x)
      ⟨x, hx, mul_pos (half_pos hlam) (pow_pos_of_ne (sub_ne_zero.mpr hxne))⟩
    exact absurd hlt (by simp only [Function.comp_apply]; linarith)
  · have h0 : ∫ x in a..b, lam / 2 * (p x - √(2 * W (n x) / lam)) ^ 2 =
        ∫ _x in a..b, (0 : ℝ) := by
      refine intervalIntegral.integral_congr fun x hx => ?_
      rw [uIcc_of_le hab.le] at hx
      simp [← heq x hx]
    rw [hE, h0, intervalIntegral.integral_zero, add_zero]
where
  pow_pos_of_ne {y : ℝ} (hy : y ≠ 0) : 0 < y ^ 2 := by positivity

end

end EnergyBound
```

The compiler's answer:

```
Main.lean:81:25: error: `simp` made no progress
```

What went wrong. The error comes from the last step of that argument, where `hlt`, the positivity of the deviation integral, is to be contradicted. There `simp only [Function.comp_apply]` was meant to turn `(W ∘ n) x` into `W (n x)`. It found nothing in the goal to rewrite, and `simp` fails when it changes nothing, so the `linarith` after it never ran.

The attempt had left Lean to infer the statement of `hlt` from the proof terms, and the `simp only` relied on a guess about the form this would take. The repair writes the statement out, with the same integral as in `hE`, the energy identity. No rewriting is then needed, and `linarith` closes the goal directly: `hE` says the energy is the bound plus the integral, `heq` says it equals the bound, and `hlt` says the integral is positive. That also makes `absurd` unnecessary.

Replacing the helper `pow_pos_of_ne` by an inline proof that a nonzero number has a positive square is mere tidying.

As a diff, the version that Lean accepts:

```diff
@@ -74,10 +74,12 @@
     push Not at hne
     obtain ⟨x, hx, hxne⟩ := hne
-    have hlt := intervalIntegral.integral_pos hab
-      (continuousOn_const.mul ((h.2.sub ((continuousOn_const.mul
-        (hW.comp_continuousOn hn)).div_const lam).sqrt).pow 2))
-      (fun x _ => hpos x)
-      ⟨x, hx, mul_pos (half_pos hlam) (pow_pos_of_ne (sub_ne_zero.mpr hxne))⟩
-    exact absurd hlt (by simp only [Function.comp_apply]; linarith)
+    have hlt : 0 < ∫ x in a..b, lam / 2 * (p x - √(2 * W (n x) / lam)) ^ 2 :=
+      intervalIntegral.integral_pos hab
+        (continuousOn_const.mul ((h.2.sub ((continuousOn_const.mul
+          (hW.comp_continuousOn hn)).div_const lam).sqrt).pow 2))
+        (fun x _ => hpos x)
+        ⟨x, hx, mul_pos (half_pos hlam)
+          ((sq_nonneg _).lt_of_ne' (pow_ne_zero 2 (sub_ne_zero.mpr hxne)))⟩
+    linarith
   · have h0 : ∫ x in a..b, lam / 2 * (p x - √(2 * W (n x) / lam)) ^ 2 =
         ∫ _x in a..b, (0 : ℝ) := by
@@ -86,6 +88,4 @@
       simp [← heq x hx]
     rw [hE, h0, intervalIntegral.integral_zero, add_zero]
-where
-  pow_pos_of_ne {y : ℝ} (hy : y ≠ 0) : 0 < y ^ 2 := by positivity
 
 end
```
